# Raising a harmonic frequency costs at least $kT$ times the logarithm of the frequency ratio

Let a harmonic mode of angular frequency $\omega$ at temperature $T$ have reduced frequency $x=\hbar\omega/kT>0$, and let $F(x)$ be its quantum-mechanical free energy, zero-point energy included, in units of $kT$, where $k$ is the Boltzmann constant. Raising the mode to a reduced frequency $y\ge x$ at the same temperature changes the free energy by an amount that satisfies

$$\ln\frac{y}{x}\;\le\;F(y)-F(x)\;\le\;\ln\frac{y}{x}+\frac{y^2-x^2}{24}.$$

In computational thermochemistry, soft vibrations are sometimes raised to a cutoff frequency. For independent harmonic modes, these bounds show how much free energy is added when the raised frequency is used in the whole vibrational free energy, zero-point part included. When it is used in the entropy alone, the lower bound fails: for $y>x$ the free energy then rises by less than $kT\ln(y/x)$.

## The mode and the cutoff

In Lean 4 with Mathlib:

```lean
import Mathlib

open Filter Topology

namespace LowFrequencyCutoff

noncomputable section
```

Everything below concerns real reduced frequencies at one fixed temperature. Energies are in units of $kT$, so a result is multiplied by $kT$ to recover an energy.

```lean
/-- Partition function of a harmonic mode at reduced frequency `x = ℏω/kT > 0`: the Boltzmann sum
over the levels `(n + 1/2) x`. -/
def partitionFunction (x : ℝ) : ℝ := ∑' n : ℕ, Real.exp (-((n : ℝ) + 1 / 2) * x)
```

This is the Boltzmann sum $Z(x)=\sum_{n=0}^{\infty}e^{-(n+1/2)x}$. The symbol `∑'` denotes an infinite sum, and `ℝ` and `ℕ` are the real and natural numbers. The levels include the zero-point energy $x/2$.

```lean
/-- Free energy of a harmonic mode in units of `kT`, at reduced frequency `x > 0`. -/
def freeEnergy (x : ℝ) : ℝ := -Real.log (partitionFunction x)
```

The free energy is $F(x)=-\ln Z(x)$. `Real.log` is the natural logarithm.

```lean
/-- Change of the vibrational free energy, in units of `kT`, when every reduced frequency `x i > 0`
below the cutoff `c` is raised to `c`. -/
def cutoffShift {ι : Type*} [Fintype ι] (x : ι → ℝ) (c : ℝ) : ℝ :=
  ∑ i, freeEnergy (max (x i) c) - ∑ i, freeEnergy (x i)
```

A molecule is a finite set `ι` of mode labels with a reduced frequency $x_i$, written `x i`, for each label $i$. The cutoff $c$ replaces $x_i$ by $\max(x_i,c)$, and `cutoffShift x c` is the resulting change of the total free energy. The replacement acts on the whole vibrational free energy, zero-point part included, and not on the entropy alone.

## Closed form and slope

```lean
/-- For `x > 0` the free energy of a harmonic mode is `ln (2 sinh (x/2))` in units of `kT`. -/
theorem freeEnergy_eq {x : ℝ} (hx : 0 < x) :
    freeEnergy x = Real.log (2 * Real.sinh (x / 2)) := by
  have h1 : Real.exp (-x) < 1 := Real.exp_lt_one_iff.2 (by linarith)
  -- the levels are equally spaced, so the Boltzmann sum is geometric
  have hterm : ∀ n : ℕ, Real.exp (-((n : ℝ) + 1 / 2) * x)
      = Real.exp (-(x / 2)) * Real.exp (-x) ^ n := by
    intro n
    rw [← Real.exp_nat_mul, ← Real.exp_add]
    congr 1
    ring
  have e1 : Real.exp (-x) = Real.exp (-(x / 2)) * Real.exp (-(x / 2)) := by
    rw [← Real.exp_add]
    congr 1
    ring
  have e2 : Real.exp (x / 2) * Real.exp (-(x / 2)) = 1 := by
    rw [← Real.exp_add, add_neg_cancel, Real.exp_zero]
  have key : 1 - Real.exp (-x) = Real.exp (-(x / 2)) * (2 * Real.sinh (x / 2)) := by
    rw [Real.sinh_eq, e1]
    linear_combination -e2
  have hs : partitionFunction x = (2 * Real.sinh (x / 2))⁻¹ := by
    unfold partitionFunction
    simp_rw [hterm]
    rw [tsum_mul_left, tsum_geometric_of_lt_one (Real.exp_pos _).le h1, key, mul_inv,
      ← mul_assoc, mul_inv_cancel₀ (Real.exp_pos _).ne', one_mul]
  rw [freeEnergy, hs, Real.log_inv, neg_neg]
```

The part before the colon lists the assumptions: a real `x` and a proof `hx` that it is positive. The conclusion is $F(x)=\ln(2\sinh(x/2))$.

By hand, the series is geometric with ratio $e^{-x}<1$, so

$$Z(x)=\frac{e^{-x/2}}{1-e^{-x}},\qquad 1-e^{-x}=e^{-x/2}\left(e^{x/2}-e^{-x/2}\right)=e^{-x/2}\,2\sinh\frac{x}{2}.$$

Hence $Z(x)=1/(2\sinh(x/2))$, and minus its logarithm is the claim. In the proof, `hterm` exposes the geometric terms, `key` is the factorisation on the right, and `hs` is the closed form of $Z$.

```lean
/-- For `x > 0` the slope of the free energy in the reduced frequency is
`cosh (x/2) / (2 sinh (x/2))`. -/
theorem hasDerivAt_freeEnergy {x : ℝ} (hx : 0 < x) :
    HasDerivAt freeEnergy (Real.cosh (x / 2) / (2 * Real.sinh (x / 2))) x := by
  have hs : 0 < Real.sinh (x / 2) := Real.sinh_pos_iff.2 (by linarith)
  have h : HasDerivAt (fun t : ℝ => 2 * Real.sinh (t / 2)) (Real.cosh (x / 2)) x :=
    ((((hasDerivAt_id' x).div_const 2).sinh).const_mul 2).congr_deriv (by ring)
  refine (h.log (by positivity)).congr_of_eventuallyEq ?_
  filter_upwards [Ioi_mem_nhds hx] with t ht using freeEnergy_eq ht
```

`HasDerivAt f m x` says that $f$ is differentiable at $x$ with derivative $m$. The chain rule gives

$$F'(x)=\frac{\tfrac12\cdot 2\cosh(x/2)}{2\sinh(x/2)}=\frac{\cosh(x/2)}{2\sinh(x/2)}.$$

The closed form is known only for positive arguments. The last two lines of the proof use the fact that a derivative needs the formula only near $x$, where all arguments are still positive.

## Bounding the slope

```lean
/-- If `a < b` and `f` is differentiable at every point of the closed interval from `a` to `b`, with
positive derivative strictly between them, then `f a < f b`. -/
theorem lt_of_slope_pos {f f' : ℝ → ℝ} {a b : ℝ} (hab : a < b)
    (hf : ∀ t ∈ Set.Icc a b, HasDerivAt f (f' t) t)
    (hpos : ∀ t ∈ Set.Ioo a b, 0 < f' t) : f a < f b := by
  obtain ⟨c, hc, h⟩ := exists_hasDerivAt_eq_slope f f' hab
    (fun t ht => (hf t ht).continuousAt.continuousWithinAt)
    (fun t ht => hf t (Set.Ioo_subset_Icc_self ht))
  have hba : 0 < b - a := sub_pos.2 hab
  rw [eq_div_iff hba.ne'] at h
  linarith [mul_pos (hpos c hc) hba]
```

By the mean value theorem there is a $c$ strictly between $a$ and $b$ with $f(b)-f(a)=f'(c)(b-a)$. Both factors on the right are positive, so $f(a)<f(b)$. `Set.Icc a b` is the closed interval and `Set.Ioo a b` the open one. The slope may therefore vanish at an endpoint, as it does at the left endpoint $0$ in the next lemma.

```lean
/-- For `t > 0`, `t cosh t` lies strictly between `sinh t` and `(1 + t²/3) sinh t`. -/
theorem mul_cosh_bounds {t : ℝ} (ht : 0 < t) :
    Real.sinh t < t * Real.cosh t ∧
      t * Real.cosh t < (1 + t * t / 3) * Real.sinh t := by
  have lower : ∀ s : ℝ, 0 < s → Real.sinh s < s * Real.cosh s := by
    intro s hs
    have h := lt_of_slope_pos (f := fun u => u * Real.cosh u - Real.sinh u)
      (f' := fun u => u * Real.sinh u) hs
      (fun u _ => (((hasDerivAt_id' u).fun_mul (Real.hasDerivAt_cosh u)).fun_sub
        (Real.hasDerivAt_sinh u)).congr_deriv (by ring))
      (fun u hu => mul_pos hu.1 (Real.sinh_pos_iff.2 hu.1))
    simp only [Real.sinh_zero, zero_mul, sub_zero] at h
    linarith
  refine ⟨lower t ht, ?_⟩
  -- the slope of the second difference is the first difference times `u / 3`
  have h := lt_of_slope_pos
    (f := fun u => (1 + u * u / 3) * Real.sinh u - u * Real.cosh u)
    (f' := fun u => u / 3 * (u * Real.cosh u - Real.sinh u)) ht
    (fun u _ => ((((((hasDerivAt_id' u).fun_mul (hasDerivAt_id' u)).div_const 3).const_add
      1).fun_mul (Real.hasDerivAt_sinh u)).fun_sub
      ((hasDerivAt_id' u).fun_mul (Real.hasDerivAt_cosh u))).congr_deriv (by ring))
    (fun u hu => mul_pos (div_pos hu.1 (by norm_num)) (sub_pos.2 (lower u hu.1)))
  simp only [Real.sinh_zero, zero_mul, mul_zero, sub_zero] at h
  linarith
```

For $t>0$ this states $\sinh t<t\cosh t<(1+t^2/3)\sinh t$. Put

$$g(u)=u\cosh u-\sinh u,\qquad h(u)=\left(1+\frac{u^2}{3}\right)\sinh u-u\cosh u.$$

Both vanish at $u=0$. Their derivatives are

$$g'(u)=u\sinh u,\qquad h'(u)=\frac{u^2}{3}\cosh u-\frac{u}{3}\sinh u=\frac{u}{3}\,g(u).$$

The first is positive for $u>0$, so $g(t)>0$. That makes the second positive, so $h(t)>0$. The proof applies `lt_of_slope_pos` twice in this order, with the first result stored as `lower`.

```lean
/-- For `x > 0` the slope of the free energy exceeds the classical slope `1/x`, by less than
`x/12`. -/
theorem slope_bounds {x : ℝ} (hx : 0 < x) :
    1 / x < Real.cosh (x / 2) / (2 * Real.sinh (x / 2)) ∧
      Real.cosh (x / 2) / (2 * Real.sinh (x / 2)) < 1 / x + x / 12 := by
  have hs : 0 < 2 * Real.sinh (x / 2) :=
    mul_pos two_pos (Real.sinh_pos_iff.2 (by linarith))
  obtain ⟨h1, h2⟩ := mul_cosh_bounds (half_pos hx)
  constructor
  · rw [div_lt_div_iff₀ hx hs]
    linarith
  · rw [div_add_div _ _ hx.ne' (by norm_num), div_lt_div_iff₀ hs (by positivity)]
    linarith
```

Set $t=x/2$ and divide the previous inequalities by $2t\sinh t>0$:

$$\frac{1}{2t}<\frac{\cosh t}{2\sinh t}<\frac{1}{2t}+\frac{t}{6}.$$

In terms of $x$ this reads $1/x<F'(x)<1/x+x/12$. The term $1/x$ is the slope of $\ln x$, the free energy of a classical oscillator. The proof clears the denominators and leaves the comparison to `linarith`, which handles linear inequalities.

## The cost for one mode

```lean
/-- Raising a mode from reduced frequency `x > 0` to `y > x` costs more than `ln (y/x)` and less
than `ln (y/x) + (y² - x²)/24`, in units of `kT`. -/
theorem cutoff_cost_strict {x y : ℝ} (hx : 0 < x) (hxy : x < y) :
    Real.log (y / x) < freeEnergy y - freeEnergy x ∧
      freeEnergy y - freeEnergy x < Real.log (y / x) + (y ^ 2 - x ^ 2) / 24 := by
  rw [Real.log_div (hx.trans hxy).ne' hx.ne']
  constructor
  · -- the free energy grows faster than the classical logarithm
    have h := lt_of_slope_pos (f := fun t => freeEnergy t - Real.log t)
      (f' := fun t => Real.cosh (t / 2) / (2 * Real.sinh (t / 2)) - 1 / t) hxy
      (fun t ht => ((hasDerivAt_freeEnergy (hx.trans_le ht.1)).fun_sub
        (Real.hasDerivAt_log (hx.trans_le ht.1).ne')).congr_deriv (by ring))
      (fun t ht => sub_pos.2 (slope_bounds (hx.trans ht.1)).1)
    linarith
  · -- and more slowly than the logarithm with its quadratic correction
    have h := lt_of_slope_pos (f := fun t => Real.log t + t * t / 24 - freeEnergy t)
      (f' := fun t => 1 / t + t / 12 - Real.cosh (t / 2) / (2 * Real.sinh (t / 2))) hxy
      (fun t ht => (((Real.hasDerivAt_log (hx.trans_le ht.1).ne').fun_add
        (((hasDerivAt_id' t).fun_mul (hasDerivAt_id' t)).div_const 24)).fun_sub
        (hasDerivAt_freeEnergy (hx.trans_le ht.1))).congr_deriv (by ring))
      (fun t ht => sub_pos.2 (slope_bounds (hx.trans ht.1)).2)
    linarith
```

For $0<x<y$ both bounds are strict; the symbol `∧` means "and". The slope bounds say that

$$F(t)-\ln t\qquad\text{and}\qquad \ln t+\frac{t^2}{24}-F(t)$$

both have positive derivative for $t>0$. Each is therefore larger at $y$ than at $x$. The first comparison rearranges to the lower bound and the second to the upper bound, once $\ln(y/x)$ is written as $\ln y-\ln x$. The two bullets of the proof are these two comparisons.

```lean
/-- Raising a mode from reduced frequency `x > 0` to a cutoff `y ≥ x` costs at least `ln (y/x)` and
at most `ln (y/x) + (y² - x²)/24`, in units of `kT`. -/
theorem cutoff_cost {x y : ℝ} (hx : 0 < x) (hxy : x ≤ y) :
    Real.log (y / x) ≤ freeEnergy y - freeEnergy x ∧
      freeEnergy y - freeEnergy x ≤ Real.log (y / x) + (y ^ 2 - x ^ 2) / 24 := by
  rcases hxy.eq_or_lt with rfl | h
  · simp [div_self hx.ne']
  · exact ⟨(cutoff_cost_strict hx h).1.le, (cutoff_cost_strict hx h).2.le⟩
```

This version allows $y=x$, where the cost and both bounds are zero. Otherwise the strict version applies.

As an example, raise $x=0.1$ to $y=0.5$. Then $\ln 5\approx1.60944$ and $(0.25-0.01)/24=0.01$, so the bounds are about $1.60944$ and $1.61944$. The closed form gives $\ln(\sinh 0.25/\sinh 0.05)\approx1.61942$, just below the upper bound.

## All soft modes together

```lean
/-- For a molecule with reduced frequencies `x i > 0`, the free energy shift caused by a cutoff `c`
is bounded below and above by the single-mode bounds summed over the modes below `c`. -/
theorem cutoffShift_bounds {ι : Type*} [Fintype ι] {x : ι → ℝ} (hx : ∀ i, 0 < x i) (c : ℝ) :
    ∑ i with x i < c, Real.log (c / x i) ≤ cutoffShift x c ∧
      cutoffShift x c ≤
        ∑ i with x i < c, (Real.log (c / x i) + (c ^ 2 - x i ^ 2) / 24) := by
  -- modes at or above the cutoff do not contribute
  have h : cutoffShift x c = ∑ i with x i < c, (freeEnergy c - freeEnergy (x i)) := by
    rw [cutoffShift, ← Finset.sum_sub_distrib, Finset.sum_filter]
    refine Finset.sum_congr rfl fun i _ => ?_
    split_ifs with hi
    · rw [max_eq_right hi.le]
    · rw [max_eq_left (not_lt.1 hi), sub_self]
  rw [h]
  exact ⟨Finset.sum_le_sum fun i hi => (cutoff_cost (hx i) (Finset.mem_filter.1 hi).2.le).1,
    Finset.sum_le_sum fun i hi => (cutoff_cost (hx i) (Finset.mem_filter.1 hi).2.le).2⟩
```

The notation `∑ i with x i < c` sums over the modes below the cutoff only. The theorem reads

$$\sum_{x_i<c}\ln\frac{c}{x_i}\;\le\;\texttt{cutoffShift}\;\le\;\sum_{x_i<c}\left(\ln\frac{c}{x_i}+\frac{c^2-x_i^2}{24}\right).$$

A mode with $x_i\ge c$ has $\max(x_i,c)=x_i$ and contributes nothing; a softer mode contributes $F(c)-F(x_i)$. This is the identity `h`, and the single-mode bounds are then added term by term. If no mode lies below $c$, all three quantities are zero. The hypothesis `hx` requires every frequency to be real and positive, so imaginary modes and the zero modes of translation and rotation must be left out of the list.

## A mode that softens to zero

```lean
/-- The cost of raising a mode to a fixed cutoff `c > 0` grows without bound as the frequency of
the mode tends to zero from above. -/
theorem cutoff_cost_diverges {c : ℝ} (hc : 0 < c) :
    Tendsto (fun x => freeEnergy c - freeEnergy x) (𝓝[>] 0) atTop := by
  have hlog : Tendsto (fun x => Real.log c + -Real.log x) (𝓝[>] 0) atTop :=
    tendsto_atTop_add_const_left _ _
      (tendsto_neg_atBot_atTop.comp Real.tendsto_log_nhdsGT_zero)
  refine tendsto_atTop_mono' _ ?_ hlog
  filter_upwards [Ioo_mem_nhdsGT hc] with x hx
  have h := (cutoff_cost hx.1 hx.2.le).1
  rw [Real.log_div hc.ne' hx.1.ne'] at h
  linarith

end

end LowFrequencyCutoff
```

Here `𝓝[>] 0` means that $x$ approaches zero from above, and `atTop` means growth without bound. For $0<x<c$ the lower bound gives

$$F(c)-F(x)\ge\ln c-\ln x,$$

and the right-hand side tends to $+\infty$ as $x\to0$. The proof establishes this limit as `hlog` and transfers it to the cost by comparison. Within the harmonic model, the shift made by a fixed cutoff is therefore very large for a sufficiently soft mode, although it grows only logarithmically.

```lean
#print axioms LowFrequencyCutoff.cutoff_cost
#print axioms LowFrequencyCutoff.cutoffShift_bounds
#print axioms LowFrequencyCutoff.cutoff_cost_diverges
```

```
'LowFrequencyCutoff.cutoff_cost' depends on axioms: [propext, Classical.choice, Quot.sound]
'LowFrequencyCutoff.cutoffShift_bounds' depends on axioms: [propext, Classical.choice, Quot.sound]
'LowFrequencyCutoff.cutoff_cost_diverges' depends on axioms: [propext, Classical.choice, Quot.sound]
```
